# For a fixed finite Hamiltonian, all leapfrog density matrices stay bounded exactly when time step times spectral width is below ħ

**Q:** What are the definitions and units?

**A:** With $\hbar=1$, a density matrix obeys $i\dot D=[H,D]$. A central difference with time step $dt$ gives the leapfrog rule

$$D_{k+2}=D_k-2i\,dt\,[H,D_{k+1}].$$

We ask for which $dt>0$ every solution stays bounded. A Dirac Hamiltonian makes this pressing, because its spectrum has branches on both sides of a gap of about $2mc^2$.

Here $H$ is a finite complex Hermitian matrix in an orthonormal basis, constant in time. In the code, `n` is the set of basis labels, and $k$ counts steps.

In Lean 4 with Mathlib:

```lean
import Mathlib

open Matrix Complex

namespace LeapfrogDensityMatrix

noncomputable section

variable {n : Type*} [Fintype n] [DecidableEq n] {H : Matrix n n ℂ}

/-- The leapfrog rule `D(k+2) = D(k) - 2i dt [H, D(k+1)]` for a sequence of matrices. -/
def IsLeapfrog (H : Matrix n n ℂ) (dt : ℝ) (D : ℕ → Matrix n n ℂ) : Prop :=
  ∀ k, D (k + 2) = D k - (2 * I * (dt : ℂ)) • (H * D (k + 1) - D (k + 1) * H)
```

`StaysBounded` allows each matrix element its own bound, which must hold for all $k$.

```lean
/-- Every matrix element of the sequence stays bounded for all time steps. -/
def StaysBounded (D : ℕ → Matrix n n ℂ) : Prop :=
  ∀ i j, ∃ C : ℝ, ∀ k, ‖D k i j‖ ≤ C
```

The columns of `modes` are orthonormal eigenvectors $|a\rangle$ with eigenvalues $\lambda_a$.

```lean
/-- The unitary matrix whose columns are orthonormal eigenvectors of `H`. -/
def modes (hH : H.IsHermitian) : Matrix n n ℂ := hH.eigenvectorUnitary

/-- The matrix of elements `⟨a|X|b⟩` between eigenvectors of `H`. -/
def inEnergyBasis (hH : H.IsHermitian) (X : Matrix n n ℂ) : Matrix n n ℂ :=
  (modes hH)ᴴ * X * modes hH
```

For a set $S$ of eigenvectors, `SupportedOn` requires $\langle a|X|b\rangle=0$ unless both $a$ and $b$ lie in $S$.

```lean
/-- `X` is built from the eigenvectors in `S` only: `⟨a|X|b⟩ = 0` unless `a` and `b` are in `S`. -/
def SupportedOn (hH : H.IsHermitian) (S : Set n) (X : Matrix n n ℂ) : Prop :=
  ∀ a b, ¬(a ∈ S ∧ b ∈ S) → inEnergyBasis hH X a b = 0
```

**Q:** Density matrices are Hermitian. Yours are arbitrary, so your instability might be unphysical.

**A:** It survives. The adjoint of a solution is again a solution, so adding it to the growing one below gives a Hermitian solution $G_k$ that also grows. $G_k$ is traceless, so it is not itself a density matrix. But $D_k=\mathbb 1/N+\epsilon G_k$, with $N$ the dimension, is also a solution; for small $\epsilon>0$ its two starting matrices are positive with unit trace, and it still grows. That is an argument in words, not one of the theorems.

**Q:** How does a matrix recursion reduce to a condition on energies?

**A:** Since $\langle a|[H,X]|b\rangle=(\lambda_a-\lambda_b)\langle a|X|b\rangle$, each element $z_k=\langle a|D_k|b\rangle$ evolves alone:

$$z_{k+2}=z_k-2is\,z_{k+1},\qquad s=dt(\lambda_a-\lambda_b).$$

For two successive values $z,w$, define

$$Q(z,w)=|z|^2+|w|^2-2s\,\mathrm{Im}(z\bar w).$$

Put $w'=z-2isw$. Then $|w'|^2=|z|^2+4s^2|w|^2-4s\,\mathrm{Im}(z\bar w)$ and $\mathrm{Im}(w\bar w')=-\mathrm{Im}(z\bar w)+2s|w|^2$, so $Q(w,w')=Q(z,w)$. Completing the square,

$$Q=(1-s^2)|z|^2+|w+isz|^2,$$

so $|z_k|^2\le Q/(1-s^2)$ when $s^2<1$.

For $s\ge1$, take $z_k=(-i)^kx_k$ with $x_0=0$, $x_1=1$ and $x_{k+2}=2sx_{k+1}-x_k$. Then $x_{k+2}-x_{k+1}\ge x_{k+1}-x_k\ge1$ by induction, hence $x_k\ge k$. Even $s=1$ is unbounded.

The code calls $Q$ `invariant` and $x_k$ `growth`.

```lean
/-- A quadratic form in two successive values of one leapfrog amplitude. -/
def invariant (s : ℝ) (z w : ℂ) : ℝ :=
  normSq z + normSq w - 2 * s * (z.im * w.re - z.re * w.im)

/-- Real amplitudes with `x(k+2) = 2s x(k+1) - x(k)`, started from 0 and 1. -/
def growth (s : ℝ) : ℕ → ℝ
  | 0 => 0
  | 1 => 1
  | k + 2 => 2 * s * growth s (k + 1) - growth s k

/-- One leapfrog step of a single amplitude conserves the quadratic form `invariant`. -/
theorem invariant_step (s : ℝ) (z w : ℂ) :
    invariant s w (z - 2 * I * (s : ℂ) * w) = invariant s z w := by
  simp [invariant, normSq_apply]
  ring
```

In the next proof, `nlinarith` receives the two squares that make up $|w+isz|^2$.

```lean
/-- A single leapfrog amplitude stays bounded if `s² < 1`, where `s` is time step times
transition energy. -/
theorem amplitude_bounded {s : ℝ} (hs : s ^ 2 < 1) {z : ℕ → ℂ}
    (hz : ∀ k, z (k + 2) = z k - 2 * I * (s : ℂ) * z (k + 1)) :
    ∃ C : ℝ, ∀ k, ‖z k‖ ≤ C := by
  have hQ : ∀ k, invariant s (z k) (z (k + 1)) = invariant s (z 0) (z 1) := by
    intro k
    induction k with
    | zero => rfl
    | succ k ih => rw [hz k, invariant_step, ih]
  refine ⟨(invariant s (z 0) (z 1) / (1 - s ^ 2) + 1) / 2, fun k => ?_⟩
  -- completing the square shows that the invariant controls the amplitude
  have h1 : (1 - s ^ 2) * normSq (z k) ≤ invariant s (z 0) (z 1) := by
    rw [← hQ k, invariant, normSq_apply, normSq_apply]
    nlinarith [sq_nonneg ((z (k + 1)).re - s * (z k).im),
      sq_nonneg ((z (k + 1)).im + s * (z k).re)]
  have h2 : ‖z k‖ ^ 2 ≤ invariant s (z 0) (z 1) / (1 - s ^ 2) := by
    rw [le_div_iff₀ (by linarith), Complex.sq_norm]
    linarith
  nlinarith [sq_nonneg (‖z k‖ - 1)]

/-- For `s ≥ 1` the amplitudes `growth s k` grow at least as fast as the step number `k`. -/
theorem le_growth {s : ℝ} (hs : 1 ≤ s) (k : ℕ) : (k : ℝ) ≤ growth s k := by
  have h : (k : ℝ) ≤ growth s k ∧ growth s k + 1 ≤ growth s (k + 1) := by
    induction k with
    | zero => simp [growth]
    | succ k ih =>
      obtain ⟨h1, h2⟩ := ih
      have hk : (0 : ℝ) ≤ k := Nat.cast_nonneg k
      have h3 : 0 ≤ (s - 1) * growth s (k + 1) :=
        mul_nonneg (by linarith) (by linarith)
      refine ⟨by push_cast; linarith, ?_⟩
      change growth s (k + 1) + 1 ≤ 2 * s * growth s (k + 1) - growth s k
      linarith
  exact h.1
```

**Q:** Does boundedness in the energy basis carry back to the original basis?

**A:** Yes. Multiplication by fixed finite matrices preserves it, and `reconstruct` inverts the change of basis. The commutator identity follows from $HV=VE$ and its adjoint, where $V$ is `modes` and $E$ is the diagonal matrix of eigenvalues.

```lean
omit [DecidableEq n] in
/-- Multiplying a bounded sequence of matrices by fixed matrices on the left and on the right
leaves it bounded. -/
theorem StaysBounded.mul_mul {D : ℕ → Matrix n n ℂ} (hD : StaysBounded D)
    (A B : Matrix n n ℂ) : StaysBounded fun k => A * D k * B := by
  choose C hC using hD
  refine fun i j => ⟨∑ x, (∑ y, ‖A i y‖ * C y x) * ‖B x j‖, fun k => ?_⟩
  change ‖(A * D k * B) i j‖ ≤ _
  rw [Matrix.mul_apply]
  refine (norm_sum_le _ _).trans (Finset.sum_le_sum fun x _ => ?_)
  rw [norm_mul, Matrix.mul_apply]
  refine mul_le_mul_of_nonneg_right ?_ (norm_nonneg _)
  refine (norm_sum_le _ _).trans (Finset.sum_le_sum fun y _ => ?_)
  rw [norm_mul]
  exact mul_le_mul_of_nonneg_left (hC y x k) (norm_nonneg _)

/-- A matrix is recovered from its elements between the eigenvectors of `H`. -/
theorem reconstruct (hH : H.IsHermitian) (X : Matrix n n ℂ) :
    modes hH * inEnergyBasis hH X * (modes hH)ᴴ = X := by
  have h : modes hH * (modes hH)ᴴ = 1 :=
    Matrix.mem_unitaryGroup_iff.mp hH.eigenvectorUnitary.2
  calc _ = (modes hH * (modes hH)ᴴ) * X * (modes hH * (modes hH)ᴴ) := by
        simp only [inEnergyBasis, Matrix.mul_assoc]
    _ = X := by rw [h, Matrix.one_mul, Matrix.mul_one]

/-- Between energy eigenvectors, the commutator with `H` multiplies each matrix element by
its transition energy. -/
theorem commutator_element (hH : H.IsHermitian) (X : Matrix n n ℂ) (a b : n) :
    inEnergyBasis hH (H * X - X * H) a b =
      ((hH.eigenvalues a : ℂ) - hH.eigenvalues b) * inEnergyBasis hH X a b := by
  let E : Matrix n n ℂ := diagonal fun a => (hH.eigenvalues a : ℂ)
  have h1 : H * modes hH = modes hH * E := by
    ext i j
    have h := congrFun (hH.mulVec_eigenvectorBasis j) i
    rw [Matrix.mul_diagonal, mul_comm]
    simpa [modes, Matrix.mul_apply, Matrix.mulVec, dotProduct,
      Matrix.IsHermitian.eigenvectorUnitary_apply] using h
  have hE : Eᴴ = E := by
    ext i j
    by_cases h : i = j
    · subst h; simp [E]
    · simp [E, h, Ne.symm h]
  have h2 : (modes hH)ᴴ * H = E * (modes hH)ᴴ := by
    have h := congrArg conjTranspose h1
    rwa [conjTranspose_mul, conjTranspose_mul, hH.eq, hE] at h
  have h3 : inEnergyBasis hH (H * X - X * H) =
      E * inEnergyBasis hH X - inEnergyBasis hH X * E := by
    calc _ = ((modes hH)ᴴ * H) * X * modes hH - (modes hH)ᴴ * X * (H * modes hH) := by
          unfold inEnergyBasis; noncomm_ring
      _ = _ := by rw [h1, h2]; unfold inEnergyBasis; noncomm_ring
  rw [h3, Matrix.sub_apply, Matrix.diagonal_mul, Matrix.mul_diagonal]
  ring
```

**Q:** And the equivalence itself?

**A:** For data built on $S$, all solutions are bounded iff $dt(\lambda_a-\lambda_b)<1$ for all $a,b\in S$. If a pair violates this, $(-i)^kx_k|a\rangle\langle b|$ is an unbounded solution supported on $S$. Conversely, the condition for $(a,b)$ and $(b,a)$ gives $s^2<1$, while elements outside the block start at zero and remain zero.

```lean
/-- Leapfrog solutions started from matrices built on the eigenvectors in `S` all stay bounded
iff time step times energy difference is below 1 for every pair of states in `S`. -/
theorem block_bounded_iff (hH : H.IsHermitian) (dt : ℝ) (S : Set n) :
    (∀ D, IsLeapfrog H dt D → SupportedOn hH S (D 0) → SupportedOn hH S (D 1) →
      StaysBounded D) ↔
    ∀ a ∈ S, ∀ b ∈ S, dt * (hH.eigenvalues a - hH.eigenvalues b) < 1 := by
  constructor
  · intro h a ha b hb
    by_contra hs
    rw [not_lt] at hs
    set s := dt * (hH.eigenvalues a - hH.eigenvalues b) with hsdef
    -- the growing solution is a scalar amplitude times |a⟩⟨b|
    let X : Matrix n n ℂ := modes hH * Matrix.single a b 1 * (modes hH)ᴴ
    let c : ℕ → ℂ := fun k => (-I) ^ k * (growth s k : ℂ)
    have hV : (modes hH)ᴴ * modes hH = 1 :=
      Matrix.mem_unitaryGroup_iff'.mp hH.eigenvectorUnitary.2
    have hX : inEnergyBasis hH X = Matrix.single a b 1 := by
      calc _ = ((modes hH)ᴴ * modes hH) * Matrix.single a b 1 *
            ((modes hH)ᴴ * modes hH) := by simp only [inEnergyBasis, X, Matrix.mul_assoc]
        _ = _ := by rw [hV, Matrix.one_mul, Matrix.mul_one]
    have hcX : ∀ k, inEnergyBasis hH (c k • X) = c k • Matrix.single a b 1 := by
      intro k
      rw [← hX]
      simp only [inEnergyBasis, Matrix.mul_smul, Matrix.smul_mul]
    have hcomm : H * X - X * H = ((hH.eigenvalues a : ℂ) - hH.eigenvalues b) • X := by
      have key : inEnergyBasis hH (H * X - X * H) =
          ((hH.eigenvalues a : ℂ) - hH.eigenvalues b) • inEnergyBasis hH X := by
        ext i j
        rw [commutator_element, Matrix.smul_apply, smul_eq_mul, hX, Matrix.single_apply]
        split_ifs with hij
        · rw [hij.1, hij.2]
        · simp
      rw [← reconstruct hH (H * X - X * H), key, Matrix.mul_smul, Matrix.smul_mul,
        reconstruct]
    have hc : ∀ k, c (k + 2) = c k - 2 * I * (s : ℂ) * c (k + 1) := by
      intro k
      simp only [c, growth, pow_succ]
      push_cast
      linear_combination ((-I) ^ k * (2 * (s : ℂ) * growth s (k + 1) - growth s k)
        - 2 * (s : ℂ) * (-I) ^ k * growth s (k + 1)) * I_sq
    have hD : IsLeapfrog H dt fun k => c k • X := by
      intro k
      simp only [Matrix.mul_smul, Matrix.smul_mul]
      rw [← smul_sub, hcomm, hc k, hsdef]
      push_cast
      module
    have hS : ∀ k, SupportedOn hH S (c k • X) := by
      intro k i j hij
      have hne : ¬(a = i ∧ b = j) := fun e => hij ⟨e.1 ▸ ha, e.2 ▸ hb⟩
      rw [hcX, Matrix.smul_apply, Matrix.single_apply, if_neg hne, smul_zero]
    obtain ⟨C, hC⟩ := (h _ hD (hS 0) (hS 1)).mul_mul (modes hH)ᴴ (modes hH) a b
    obtain ⟨k, hk⟩ := exists_nat_gt C
    have h1 : ‖inEnergyBasis hH (c k • X) a b‖ ≤ C := hC k
    have h2 : ‖c k‖ = |growth s k| := by simp [c]
    rw [hcX, Matrix.smul_apply, Matrix.single_apply, if_pos ⟨rfl, rfl⟩, smul_eq_mul,
      mul_one, h2] at h1
    linarith [le_growth hs k, le_abs_self (growth s k)]
  · intro h D hD h0 h1
    -- each matrix element between eigenvectors evolves on its own
    have hrec : ∀ a b k, inEnergyBasis hH (D (k + 2)) a b = inEnergyBasis hH (D k) a b -
        2 * I * ((dt * (hH.eigenvalues a - hH.eigenvalues b) : ℝ) : ℂ) *
          inEnergyBasis hH (D (k + 1)) a b := by
      intro a b k
      have hlin : inEnergyBasis hH (D (k + 2)) = inEnergyBasis hH (D k) -
          (2 * I * (dt : ℂ)) • inEnergyBasis hH (H * D (k + 1) - D (k + 1) * H) := by
        rw [hD k]
        simp only [inEnergyBasis, Matrix.mul_sub, Matrix.sub_mul, Matrix.mul_smul,
          Matrix.smul_mul]
      rw [hlin, Matrix.sub_apply, Matrix.smul_apply, commutator_element, smul_eq_mul]
      push_cast
      ring
    have hB : StaysBounded fun k => inEnergyBasis hH (D k) := by
      intro a b
      by_cases hab : a ∈ S ∧ b ∈ S
      · refine amplitude_bounded ?_ (hrec a b)
        nlinarith [mul_pos (sub_pos.2 (h a hab.1 b hab.2)) (sub_pos.2 (h b hab.2 a hab.1))]
      · have hz : ∀ k, inEnergyBasis hH (D k) a b = 0 ∧
            inEnergyBasis hH (D (k + 1)) a b = 0 := by
          intro k
          induction k with
          | zero => exact ⟨h0 a b hab, h1 a b hab⟩
          | succ k ih => exact ⟨ih.2, by rw [hrec a b k, ih.1, ih.2]; simp⟩
        exact ⟨0, fun k => by simp [(hz k).1]⟩
    simpa only [reconstruct] using hB.mul_mul (modes hH) (modes hH)ᴴ
```

Taking $S$ to be all states gives the spectral width; the supremum and infimum are the largest and smallest eigenvalues.

```lean
/-- For Hermitian `H` and `dt > 0`, all leapfrog solutions stay bounded iff `dt` times the
difference between the largest and the smallest eigenvalue is below 1. -/
theorem leapfrog_bounded_iff [Nonempty n] (hH : H.IsHermitian) {dt : ℝ} (hdt : 0 < dt) :
    (∀ D, IsLeapfrog H dt D → StaysBounded D) ↔
      dt * ((⨆ a, hH.eigenvalues a) - ⨅ a, hH.eigenvalues a) < 1 := by
  have blk := block_bounded_iff hH dt Set.univ
  constructor
  · intro h
    obtain ⟨p, hp⟩ := exists_eq_ciSup_of_finite (f := hH.eigenvalues)
    obtain ⟨q, hq⟩ := exists_eq_ciInf_of_finite (f := hH.eigenvalues)
    rw [← hp, ← hq]
    exact blk.1 (fun D hD _ _ => h D hD) p trivial q trivial
  · intro h D hD
    have hS : ∀ X, SupportedOn hH Set.univ X := fun _ _ _ hab => absurd ⟨trivial, trivial⟩ hab
    refine blk.2 (fun a _ b _ => ?_) D hD (hS _) (hS _)
    have ha := le_ciSup (Set.finite_range hH.eigenvalues).bddAbove a
    have hb := ciInf_le (Set.finite_range hH.eigenvalues).bddBelow b
    exact lt_of_le_of_lt (mul_le_mul_of_nonneg_left (by linarith) hdt.le) h
```

**Q:** Where does the relativistic gap enter?

**A:** As a hypothesis: one eigenvalue is at least $mc^2$ and another at most $-mc^2$, where $m$ is the electron mass, $c$ the speed of light and $mc^2$ the rest energy. In an atom or molecule whose potential is zero far away, bound electron levels lie below $mc^2$, so the upper eigenvalue there is a continuum-like one. The resulting bound $dt<1/(2mc^2)$ is necessary, but need not suffice.

```lean
/-- Let `m > 0` and `c > 0`. If `H` has an eigenvalue at or above `mc²` and one at or below `-mc²`,
boundedness of all leapfrog solutions with `dt > 0` forces `dt < 1/(2mc²)`. -/
theorem dt_lt_of_gap (hH : H.IsHermitian) {dt m c : ℝ} (hdt : 0 < dt) (hm : 0 < m)
    (hc : 0 < c) {p q : n} (hp : m * c ^ 2 ≤ hH.eigenvalues p)
    (hq : hH.eigenvalues q ≤ -(m * c ^ 2))
    (h : ∀ D, IsLeapfrog H dt D → StaysBounded D) : dt < 1 / (2 * m * c ^ 2) := by
  have h1 := (block_bounded_iff hH dt Set.univ).1 (fun D hD _ _ => h D hD) p trivial q trivial
  rw [lt_div_iff₀ (by positivity)]
  exact lt_of_le_of_lt (mul_le_mul_of_nonneg_left (by linarith) hdt.le) h1
```

**Q:** Does keeping only positive energies remove the restriction?

**A:** It replaces it by the spread of the positive eigenvalues, with rest energy included so that zero lies in the gap. A basis with very high positive energies can still demand a small step. The theorem assumes exact arithmetic: if the full $H$ is used in a computation, rounding errors outside the positive-energy block can still grow unless they are projected out.

```lean
/-- Leapfrog solutions started from matrices built on positive-energy eigenvectors all stay
bounded iff `dt` times every difference of two positive eigenvalues is below 1. -/
theorem positive_energy_bounded_iff (hH : H.IsHermitian) (dt : ℝ) :
    (∀ D, IsLeapfrog H dt D → SupportedOn hH {a | 0 < hH.eigenvalues a} (D 0) →
      SupportedOn hH {a | 0 < hH.eigenvalues a} (D 1) → StaysBounded D) ↔
    ∀ a b, 0 < hH.eigenvalues a → 0 < hH.eigenvalues b →
      dt * (hH.eigenvalues a - hH.eigenvalues b) < 1 :=
  (block_bounded_iff hH dt _).trans
    ⟨fun h a b ha hb => h a ha b hb, fun h a ha b hb => h a b ha hb⟩

end

end LeapfrogDensityMatrix
```

```lean
#print axioms LeapfrogDensityMatrix.block_bounded_iff
-- 'LeapfrogDensityMatrix.block_bounded_iff' depends on axioms: [propext, Classical.choice, Quot.sound]
#print axioms LeapfrogDensityMatrix.leapfrog_bounded_iff
-- 'LeapfrogDensityMatrix.leapfrog_bounded_iff' depends on axioms: [propext, Classical.choice, Quot.sound]
#print axioms LeapfrogDensityMatrix.dt_lt_of_gap
-- 'LeapfrogDensityMatrix.dt_lt_of_gap' depends on axioms: [propext, Classical.choice, Quot.sound]
#print axioms LeapfrogDensityMatrix.positive_energy_bounded_iff
-- 'LeapfrogDensityMatrix.positive_energy_bounded_iff' depends on axioms: [propext, Classical.choice, Quot.sound]
```

**Q:** Give me numbers.

**A:** Set $mc^2=1$ and take eigenvalues $-1,\,1,\,1.2$. The gap bound is $dt<0.5$, but the full width $2.2$ requires $dt<1/2.2\approx0.455$. At $dt=0.48$, which meets the gap bound, the outer pair has $s=1.056$, and $x_k$ starts $0$, $1$, $2.112$ and then about $3.46$, growing without bound. The positive pair has $s=0.096$ and stays bounded; its own limit is $dt<5$, which concerns stability and not accuracy.

**Q:** So what may I conclude for real-time relativistic density functional theory?

**A:** You get the leapfrog stability limit for a finite Hamiltonian frozen in time. The step to a self-consistent $H(D)$, which changes as the density moves, needs a separate argument.
